# At fixed nonzero hopping strengths, flux π minimises the half-filled energy of a free-fermion four-site ring

Take a ring x0–y0–x1–y1 with hopping strength t > 0 on every bond, and let B be the 2×2 block of hoppings between the x and y sites. If all signs are equal, BB† has eigenvalues 4t² and 0, so the one-particle levels are −2t, 0, 0, 2t, and two spinless fermions have energy −2t. Reverse the sign of B11. Now BB† = 2t²·1, the level −√2 t is doubly degenerate, and the energy drops to −2√2 t. The sign decides whether the two products in det B = B00 B11 − B01 B10 cancel or reinforce each other.

## The energy and its best phase

For complex hoppings, write T = tr(B†B) = Σ|Bij|² and D = det B, and let E₀ be the lowest energy of two spinless fermions on the ring. The claim is

E₀ = −√(T + 2|D|),

and, if all four hoppings are nonzero, that E₀ is minimal over their phases exactly when B00 B01* B11 B10* is a negative real number. This is the product of hoppings around the ring, and its phase is the enclosed flux, in units where the flux quantum h/e is 2π.

Let a be the amplitude for the pair x0, x1, let b be that for y0, y1, and let Mij be that for xi, yj. The Schrödinger equation reads

B10 M00 + B11 M01 − B00 M10 − B01 M11 = E a
B00* M01 + B10* M11 − B01* M00 − B11* M10 = E b
B10* a − B01 b = E M00
B00 b + B11* a = E M01
−B11 b − B00* a = E M10
B10 b − B01* a = E M11

Multiply the first two equations by E and insert the other four:

(E² − T) a = 2D b
(E² − T) b = 2D* a

Applying one after the other gives (E² − T)² = 4|D|² unless a = b = 0. In that case the last four equations give E M = 0, so a nonzero state has E = 0. Every level therefore satisfies E² ≤ T + 2|D|.

To attain the bound, put s = √(T + 2|D|). If s = 0, all hoppings vanish and every state has energy zero. Otherwise choose ω with |ω| = 1 and D = ω|D|, and set E = −s, a = −ω/2, b = −1/2, with M given by the last four equations. The first two then hold because Tω + 2D = s²ω and T + 2D*ω = s². Summed over the six site pairs, the probabilities give one.

At fixed moduli T is constant, so the energy is lowest when |D| is largest. With z = B00 B11 and w = B01 B10,

|z − w|² = |z|² + |w|² − 2 Re(z w*) ≤ (|z| + |w|)².

For nonzero z and w, equality means Re(z w*) = −|z||w|, so z w* is real and negative. Real hoppings with one reversed sign reach this bound.

For example, B00 = B11 = 2 and B01 = B10 = 1 give T = 10, D = 3 and E₀ = −4. Changing B11 to −2 gives D = −5 and E₀ = −√20 ≈ −4.47.

The hoppings must be nonzero for the equivalence. If B01 = 0 and the others have modulus 1, then |D| = 1 and E₀ = −√5 for all phases. Every choice is minimal, yet the ring product is 0, which is not negative.

## The two-fermion model in Lean

```lean
import Mathlib

open Matrix ComplexConjugate

namespace FourSiteFluxPhase

noncomputable section
```

The indices 0 and 1 label sites within a sublattice, and the sum type `Fin 2 ⊕ Fin 2` joins the sublattices.

```lean
/-- One-particle Hamiltonian of the ring: `B i j` is the hopping amplitude between site `i` of
one sublattice and site `j` of the other. -/
def hopping (B : Matrix (Fin 2) (Fin 2) ℂ) : Matrix (Fin 2 ⊕ Fin 2) (Fin 2 ⊕ Fin 2) ℂ :=
  fromBlocks 0 B Bᴴ 0
```

There are no on-site energies or diagonal bonds. Hopping enters as +B; an overall minus sign would change neither |D| nor the ring product.

```lean
/-- Hamiltonian of two non-interacting particles, acting on the amplitude `Ψ x y` of finding
them on sites `x` and `y`. -/
def pairHamiltonian (B : Matrix (Fin 2) (Fin 2) ℂ)
    (Ψ : Matrix (Fin 2 ⊕ Fin 2) (Fin 2 ⊕ Fin 2) ℂ) :
    Matrix (Fin 2 ⊕ Fin 2) (Fin 2 ⊕ Fin 2) ℂ :=
  hopping B * Ψ + Ψ * (hopping B)ᵀ
```

The two terms let H act on each particle in turn, without interaction.

```lean
/-- Energy levels of the half-filled ring: real eigenvalues of the two-particle Hamiltonian on
nonzero antisymmetric states. -/
def pairSpectrum (B : Matrix (Fin 2) (Fin 2) ℂ) : Set ℝ :=
  {E | ∃ Ψ, Ψᵀ = -Ψ ∧ Ψ ≠ 0 ∧ pairHamiltonian B Ψ = (E : ℂ) • Ψ}
```

Antisymmetry encodes Fermi statistics for spinless particles. States need only be nonzero, not normalised. Restricting to real E loses nothing, since the Hamiltonian is Hermitian.

```lean
/-- Ground-state energy of the half-filled spinless ring. -/
def groundEnergy (B : Matrix (Fin 2) (Fin 2) ℂ) : ℝ := sInf (pairSpectrum B)
```

The energy is defined as an infimum, shown below to be a minimum. The particle number is fixed at two.

## From six amplitudes to the secular equation

```lean
/-- Two-fermion state with amplitudes `a`, `b` for both particles on the same sublattice and
`M` for one particle on each. -/
def pairState (a b : ℂ) (M : Matrix (Fin 2) (Fin 2) ℂ) :
    Matrix (Fin 2 ⊕ Fin 2) (Fin 2 ⊕ Fin 2) ℂ :=
  fromBlocks !![0, a; -a, 0] M (-Mᵀ) !![0, b; -b, 0]

/-- Every antisymmetric two-particle state is given by six amplitudes. -/
theorem exists_pairState {Ψ : Matrix (Fin 2 ⊕ Fin 2) (Fin 2 ⊕ Fin 2) ℂ} (hA : Ψᵀ = -Ψ) :
    ∃ a b M, Ψ = pairState a b M := by
  have h : ∀ x y, Ψ y x = -Ψ x y := fun x y => congrFun (congrFun hA x) y
  have d : ∀ x, Ψ x x = 0 := fun x => by linear_combination (h x x) / 2
  refine ⟨Ψ (.inl 0) (.inl 1), Ψ (.inr 0) (.inr 1),
    Matrix.of fun i j => Ψ (.inl i) (.inr j), ?_⟩
  ext (i | i) (j | j)
  · fin_cases i <;> fin_cases j <;> simp [pairState, d, h (.inl 0) (.inl 1)]
  · simp [pairState]
  · simpa [pairState] using h (.inl j) (.inr i)
  · fin_cases i <;> fin_cases j <;> simp [pairState, d, h (.inr 0) (.inr 1)]
```

Antisymmetry makes the diagonal vanish and fixes each entry by its transpose, which leaves a, b and M.

```lean
/-- The two-fermion Schrödinger equation written out for the six amplitudes. -/
theorem schrodinger_iff (B M : Matrix (Fin 2) (Fin 2) ℂ) (a b c : ℂ) :
    pairHamiltonian B (pairState a b M) = c • pairState a b M ↔
      B 1 0 * M 0 0 + B 1 1 * M 0 1 - B 0 0 * M 1 0 - B 0 1 * M 1 1 = c * a ∧
      conj (B 0 0) * M 0 1 + conj (B 1 0) * M 1 1 - conj (B 0 1) * M 0 0
        - conj (B 1 1) * M 1 0 = c * b ∧
      conj (B 1 0) * a - B 0 1 * b = c * M 0 0 ∧
      B 0 0 * b + conj (B 1 1) * a = c * M 0 1 ∧
      -(B 1 1 * b) - conj (B 0 0) * a = c * M 1 0 ∧
      B 1 0 * b - conj (B 0 1) * a = c * M 1 1 := by
  constructor
  · intro h
    have e := fun x y => congrFun (congrFun h x) y
    have e1 := e (.inl 0) (.inl 1)
    have e2 := e (.inr 0) (.inr 1)
    have e3 := e (.inl 0) (.inr 0)
    have e4 := e (.inl 0) (.inr 1)
    have e5 := e (.inl 1) (.inr 0)
    have e6 := e (.inl 1) (.inr 1)
    simp [pairHamiltonian, hopping, pairState, Matrix.mul_apply] at e1 e2 e3 e4 e5 e6
    exact ⟨by linear_combination e1, by linear_combination e2, by linear_combination e3,
      by linear_combination e4, by linear_combination e5, by linear_combination e6⟩
  · rintro ⟨h1, h2, h3, h4, h5, h6⟩
    ext (i | i) (j | j) <;> fin_cases i <;> fin_cases j <;>
      simp [pairHamiltonian, hopping, pairState, Matrix.mul_apply] <;>
      first
        | ring1
        | linear_combination h1 | linear_combination -h1
        | linear_combination h2 | linear_combination -h2
        | linear_combination h3 | linear_combination -h3
        | linear_combination h4 | linear_combination -h4
        | linear_combination h5 | linear_combination -h5
        | linear_combination h6 | linear_combination -h6
```

These are the six equations above. The forward direction reads off six matrix entries; the reverse checks all sixteen.

```lean
/-- The trace of `Bᴴ B` is the sum of the squared moduli of the four hoppings. -/
theorem weight_eq (B : Matrix (Fin 2) (Fin 2) ℂ) : (Bᴴ * B).trace.re =
    ‖B 0 0‖ ^ 2 + ‖B 0 1‖ ^ 2 + ‖B 1 0‖ ^ 2 + ‖B 1 1‖ ^ 2 := by
  simp only [Matrix.trace_fin_two, Matrix.mul_apply, Fin.sum_univ_two,
    Matrix.conjTranspose_apply, Complex.add_re, Complex.mul_re, Complex.star_def,
    Complex.conj_re, Complex.conj_im, Complex.sq_norm, Complex.normSq_apply]
  ring

/-- The products of each hopping with its complex conjugate add up to the real number
`tr BᴴB`. -/
theorem weight_cast (B : Matrix (Fin 2) (Fin 2) ℂ) :
    conj (B 0 0) * B 0 0 + conj (B 0 1) * B 0 1 + conj (B 1 0) * B 1 0
      + conj (B 1 1) * B 1 1 = (((Bᴴ * B).trace.re : ℝ) : ℂ) := by
  rw [weight_eq]
  push_cast
  simp only [Complex.conj_mul']
```

Both lemmas identify T with the sum of squared moduli, first as a real number and then inside complex equations.

```lean
/-- Secular equation: a level of the half-filled ring is zero or solves
`(E² - tr BᴴB)² = (2 |det B|)²`. -/
theorem secular {B : Matrix (Fin 2) (Fin 2) ℂ} {E : ℝ} (hE : E ∈ pairSpectrum B) :
    E = 0 ∨ (E ^ 2 - (Bᴴ * B).trace.re) ^ 2 = (2 * ‖B.det‖) ^ 2 := by
  obtain ⟨Ψ, hA, h0, h⟩ := hE
  obtain ⟨a, b, M, rfl⟩ := exists_pairState hA
  obtain ⟨e1, e2, h00, h01, h10, h11⟩ := (schrodinger_iff B M a b E).1 h
  by_cases hE : E = 0
  · exact Or.inl hE
  right
  have hT := weight_cast B
  have hD : (B 0 0 * B 1 1 - B 0 1 * B 1 0) * (conj (B 0 0) * conj (B 1 1)
      - conj (B 0 1) * conj (B 1 0)) = (‖B.det‖ : ℂ) ^ 2 := by
    rw [← Complex.mul_conj', Matrix.det_fin_two]
    simp only [map_sub, map_mul]
  -- eliminate the amplitudes with one particle on each sublattice
  have ka : ((E : ℂ) ^ 2 - ((Bᴴ * B).trace.re : ℝ)) * a
      = 2 * (B 0 0 * B 1 1 - B 0 1 * B 1 0) * b := by
    rw [← hT]
    linear_combination (-(E : ℂ)) * e1 - B 1 0 * h00 - B 1 1 * h01 + B 0 0 * h10 + B 0 1 * h11
  have kb : ((E : ℂ) ^ 2 - ((Bᴴ * B).trace.re : ℝ)) * b
      = 2 * (conj (B 0 0) * conj (B 1 1) - conj (B 0 1) * conj (B 1 0)) * a := by
    rw [← hT]
    linear_combination (-(E : ℂ)) * e2 - conj (B 0 0) * h01 - conj (B 1 0) * h11
      + conj (B 0 1) * h00 + conj (B 1 1) * h10
  have key : ((E : ℂ) ^ 2 - ((Bᴴ * B).trace.re : ℝ)) ^ 2 = (2 * (‖B.det‖ : ℂ)) ^ 2 := by
    by_cases ha : a = 0
    · by_cases hb : b = 0
      · exfalso
        subst ha hb
        have hE' : (E : ℂ) ≠ 0 := Complex.ofReal_ne_zero.2 hE
        have m00 : M 0 0 = 0 := mul_left_cancel₀ hE' (by linear_combination -h00)
        have m01 : M 0 1 = 0 := mul_left_cancel₀ hE' (by linear_combination -h01)
        have m10 : M 1 0 = 0 := mul_left_cancel₀ hE' (by linear_combination -h10)
        have m11 : M 1 1 = 0 := mul_left_cancel₀ hE' (by linear_combination -h11)
        apply h0
        ext (i | i) (j | j) <;> fin_cases i <;> fin_cases j <;>
          simp [pairState, m00, m01, m10, m11]
      · apply mul_right_cancel₀ hb
        linear_combination ((E : ℂ) ^ 2 - ((Bᴴ * B).trace.re : ℝ)) * kb
          + 2 * (conj (B 0 0) * conj (B 1 1) - conj (B 0 1) * conj (B 1 0)) * ka + 4 * b * hD
    · apply mul_right_cancel₀ ha
      linear_combination ((E : ℂ) ^ 2 - ((Bᴴ * B).trace.re : ℝ)) * ka
        + 2 * (B 0 0 * B 1 1 - B 0 1 * B 1 0) * kb + 4 * a * hD
  exact_mod_cast key
```

Here `ka` and `kb` are the two equations left after eliminating M. The `linear_combination` calls carry the multipliers used by hand, and the case a = b = 0 contradicts `h0`.

## The attained minimum

```lean
/-- The lowest level of two spinless fermions on the ring is `-√(tr BᴴB + 2 |det B|)`. -/
theorem isLeast_pairSpectrum (B : Matrix (Fin 2) (Fin 2) ℂ) :
    IsLeast (pairSpectrum B) (-√((Bᴴ * B).trace.re + 2 * ‖B.det‖)) := by
  have hw := weight_eq B
  have hT0 : 0 ≤ (Bᴴ * B).trace.re := by rw [hw]; positivity
  have hd0 := norm_nonneg B.det
  constructor
  · have hs := Real.sq_sqrt (show 0 ≤ (Bᴴ * B).trace.re + 2 * ‖B.det‖ by positivity)
    generalize √((Bᴴ * B).trace.re + 2 * ‖B.det‖) = s at hs ⊢
    have anti : ∀ a b M, (pairState a b M)ᵀ = -pairState a b M := by
      intro a b M
      ext (i | i) (j | j) <;> fin_cases i <;> fin_cases j <;> simp [pairState]
    by_cases h0 : s = 0
    · -- without hopping every state has energy zero
      subst h0
      have p00 := sq_nonneg ‖B 0 0‖
      have p01 := sq_nonneg ‖B 0 1‖
      have p10 := sq_nonneg ‖B 1 0‖
      have p11 := sq_nonneg ‖B 1 1‖
      have z : ∀ x : ℂ, ‖x‖ ^ 2 = 0 → x = 0 := fun x hx => by simpa using hx
      have b00 := z (B 0 0) (by linarith)
      have b01 := z (B 0 1) (by linarith)
      have b10 := z (B 1 0) (by linarith)
      have b11 := z (B 1 1) (by linarith)
      refine ⟨pairState 1 1 0, anti _ _ _, fun h => ?_, ?_⟩
      · simpa [pairState] using congrFun (congrFun h (.inr 0)) (.inr 1)
      · rw [schrodinger_iff]
        simp [b00, b01, b10, b11]
    · -- the relative phase of the two same-sublattice amplitudes is that of `det B`
      obtain ⟨ω, w1, w2⟩ : ∃ ω : ℂ, B.det = ω * ‖B.det‖ ∧ conj B.det * ω = ‖B.det‖ := by
        by_cases hD : B.det = 0
        · exact ⟨1, by simp [hD], by simp [hD]⟩
        · have hn : (‖B.det‖ : ℂ) ≠ 0 := Complex.ofReal_ne_zero.2 (norm_ne_zero_iff.2 hD)
          refine ⟨B.det / ‖B.det‖, (div_mul_cancel₀ _ hn).symm, ?_⟩
          rw [← mul_div_assoc, Complex.conj_mul', sq, mul_div_cancel_right₀ _ hn]
      have hs' : (s : ℂ) ^ 2 = ((Bᴴ * B).trace.re : ℝ) + 2 * (‖B.det‖ : ℂ) := by
        exact_mod_cast hs
      rw [← weight_cast] at hs'
      generalize (‖B.det‖ : ℂ) = d at w1 w2 hs'
      rw [Matrix.det_fin_two] at w1 w2
      simp only [map_sub, map_mul] at w2
      obtain ⟨M, m00, m01, m10, m11⟩ : ∃ M : Matrix (Fin 2) (Fin 2) ℂ,
          M 0 0 = conj (B 1 0) * ω - B 0 1 ∧ M 0 1 = B 0 0 + conj (B 1 1) * ω ∧
          M 1 0 = -B 1 1 - conj (B 0 0) * ω ∧ M 1 1 = B 1 0 - conj (B 0 1) * ω :=
        ⟨!![conj (B 1 0) * ω - B 0 1, B 0 0 + conj (B 1 1) * ω;
          -B 1 1 - conj (B 0 0) * ω, B 1 0 - conj (B 0 1) * ω], rfl, rfl, rfl, rfl⟩
      refine ⟨pairState (-s * ω) (-s) M, anti _ _ _, fun h => h0 ?_, ?_⟩
      · simpa [pairState] using congrFun (congrFun h (.inr 0)) (.inr 1)
      · rw [schrodinger_iff, m00, m01, m10, m11]
        push_cast
        exact ⟨by linear_combination -ω * hs' + 2 * w1, by linear_combination -hs' + 2 * w2,
          by ring, by ring, by ring, by ring⟩
  · intro E hE
    rcases secular hE with h | h
    · rw [h]
      exact neg_nonpos.2 (Real.sqrt_nonneg _)
    · have h1 := (le_abs_self _).trans (abs_le_of_sq_le_sq h.le (by positivity))
      exact neg_le_of_abs_le (Real.abs_le_sqrt (by linarith))
```

`IsLeast` requires both an eigenstate at this energy and a lower bound on all levels. For s > 0 the state in the code is 2s times the normalised one above. The lower bound comes from `secular`.

```lean
/-- Closed form of the half-filled ground-state energy. -/
theorem groundEnergy_eq (B : Matrix (Fin 2) (Fin 2) ℂ) :
    groundEnergy B = -√((Bᴴ * B).trace.re + 2 * ‖B.det‖) :=
  (isLeast_pairSpectrum B).csInf_eq
```

## The flux condition

```lean
/-- Two nonzero complex numbers satisfy `|z - w| = |z| + |w|` exactly when `z conj(w)` is a
negative real number. -/
theorem norm_sub_eq_iff {z w : ℂ} (hz : z ≠ 0) (hw : w ≠ 0) :
    ‖z - w‖ = ‖z‖ + ‖w‖ ↔ (z * conj w).re < 0 ∧ (z * conj w).im = 0 := by
  have P : 0 < ‖z‖ * ‖w‖ := mul_pos (norm_pos_iff.2 hz) (norm_pos_iff.2 hw)
  have e : ‖z - w‖ ^ 2 = ‖z‖ ^ 2 + ‖w‖ ^ 2 - 2 * (z * conj w).re := by
    simp only [Complex.sq_norm, Complex.normSq_apply, Complex.sub_re, Complex.sub_im,
      Complex.mul_re, Complex.conj_re, Complex.conj_im]
    ring
  have q : (z * conj w).re ^ 2 + (z * conj w).im ^ 2 = (‖z‖ * ‖w‖) ^ 2 := by
    simp only [mul_pow, Complex.sq_norm, Complex.normSq_apply, Complex.mul_re, Complex.mul_im,
      Complex.conj_re, Complex.conj_im]
    ring
  generalize (z * conj w).re = x at *
  generalize (z * conj w).im = y at *
  constructor
  · intro h
    rw [h] at e
    have r : x = -(‖z‖ * ‖w‖) := by linear_combination e / 2
    rw [r] at q
    have hy : y ^ 2 = 0 := by linear_combination q
    exact ⟨by linarith, by simpa using hy⟩
  · rintro ⟨hx, rfl⟩
    have f : (x - ‖z‖ * ‖w‖) * (x + ‖z‖ * ‖w‖) = 0 := by linear_combination q
    have r : x + ‖z‖ * ‖w‖ = 0 := (mul_eq_zero.1 f).resolve_left (by linarith)
    refine (sq_eq_sq₀ (norm_nonneg _) (by positivity)).1 ?_
    linear_combination e - 2 * r
```

This is the equality case of the triangle inequality, with "negative real" expressed as negative real part and zero imaginary part.

```lean
/-- Flux-phase theorem for the four-site ring: with nonzero hoppings of fixed moduli, the
half-filled energy is minimal exactly when the hopping product around the ring is a negative
real number. -/
theorem flux_phase (B : Matrix (Fin 2) (Fin 2) ℂ) (hB : ∀ i j, B i j ≠ 0) :
    (∀ B' : Matrix (Fin 2) (Fin 2) ℂ, (∀ i j, ‖B' i j‖ = ‖B i j‖) →
      groundEnergy B ≤ groundEnergy B') ↔
    (B 0 0 * conj (B 0 1) * B 1 1 * conj (B 1 0)).re < 0 ∧
      (B 0 0 * conj (B 0 1) * B 1 1 * conj (B 1 0)).im = 0 := by
  -- at fixed moduli, a lower energy means a larger modulus of the determinant
  have cmp : ∀ B' : Matrix (Fin 2) (Fin 2) ℂ, (∀ i j, ‖B' i j‖ = ‖B i j‖) →
      (groundEnergy B ≤ groundEnergy B' ↔ ‖B'.det‖ ≤ ‖B.det‖) := by
    intro B' h
    rw [groundEnergy_eq, groundEnergy_eq, neg_le_neg_iff, weight_eq, weight_eq,
      Real.sqrt_le_sqrt_iff (by positivity)]
    simp only [h]
    constructor <;> intro h' <;> linarith
  have hp : B 0 0 * conj (B 0 1) * B 1 1 * conj (B 1 0)
      = (B 0 0 * B 1 1) * conj (B 0 1 * B 1 0) := by
    rw [map_mul]
    ring
  rw [hp, ← norm_sub_eq_iff (mul_ne_zero (hB 0 0) (hB 1 1)) (mul_ne_zero (hB 0 1) (hB 1 0)),
    ← Matrix.det_fin_two]
  constructor
  · intro h
    -- compare with real hoppings of which one is negative
    let C : Matrix (Fin 2) (Fin 2) ℂ := !![(‖B 0 0‖ : ℂ), ‖B 0 1‖; ‖B 1 0‖, -‖B 1 1‖]
    have hC : ∀ i j, ‖C i j‖ = ‖B i j‖ := by
      intro i j
      fin_cases i <;> fin_cases j <;> simp [C]
    have hdet : C.det = ((-(‖B 0 0‖ * ‖B 1 1‖ + ‖B 0 1‖ * ‖B 1 0‖) : ℝ) : ℂ) := by
      simp only [C, Matrix.det_fin_two_of]
      push_cast
      ring
    have h1 := (cmp C hC).1 (h C hC)
    rw [hdet, Complex.norm_real, Real.norm_eq_abs, abs_neg, abs_of_nonneg (by positivity)] at h1
    have h2 := norm_sub_le (B 0 0 * B 1 1) (B 0 1 * B 1 0)
    rw [← Matrix.det_fin_two] at h2
    simp only [norm_mul] at h2 ⊢
    exact le_antisymm h2 h1
  · intro h B' hB'
    rw [cmp B' hB', h, Matrix.det_fin_two]
    refine (norm_sub_le _ _).trans (le_of_eq ?_)
    simp only [norm_mul, hB']
```

The quantifier over `B'` ranges over all hoppings with the same moduli, and `hB` makes those of `B` nonzero. The step `cmp` turns the comparison of energies into one of the moduli of the determinants. The matrix `C`, with one negative entry, shows that a minimiser must saturate the triangle inequality.

Lieb's flux-phase theorem treats larger lattices with many plaquettes; this argument rests on a 2×2 determinant and covers a single four-site ring. For non-interacting spinless fermions on that ring, the formula supplies an exact reference energy for a lattice code with Peierls phases. It tests those phases only through the cosine of the enclosed flux, so a flux of reversed sign would go unnoticed.

```lean
/-- For uniform hopping strength `t`, the ring with one reversed sign has energy `-2√2 t`, and
the ring with all signs equal has energy `-2t`. -/
theorem uniform_ring (t : ℝ) (ht : 0 ≤ t) :
    groundEnergy !![(t : ℂ), t; t, -t] = -(2 * √2 * t) ∧
      groundEnergy !![(t : ℂ), t; t, t] = -(2 * t) := by
  constructor
  · have hd : (!![(t : ℂ), t; t, -t]).det = ((-(2 * t ^ 2) : ℝ) : ℂ) := by
      rw [Matrix.det_fin_two_of]
      push_cast
      ring
    have hw : ((!![(t : ℂ), t; t, -t])ᴴ * !![(t : ℂ), t; t, -t]).trace.re = 4 * t ^ 2 := by
      rw [weight_eq]
      simp
      ring
    have h8 : 4 * t ^ 2 + 2 * (2 * t ^ 2) = (2 * √2 * t) ^ 2 := by
      rw [mul_pow, mul_pow, Real.sq_sqrt (by norm_num)]
      ring
    rw [groundEnergy_eq, hw, hd, Complex.norm_real, Real.norm_eq_abs, abs_neg,
      abs_of_nonneg (by positivity), h8, Real.sqrt_sq (by positivity)]
  · have hd : (!![(t : ℂ), t; t, t]).det = 0 := by
      rw [Matrix.det_fin_two_of]
      ring
    have hw : ((!![(t : ℂ), t; t, t])ᴴ * !![(t : ℂ), t; t, t]).trace.re = 4 * t ^ 2 := by
      rw [weight_eq]
      simp
      ring
    have h4 : 4 * t ^ 2 + 2 * 0 = (2 * t) ^ 2 := by ring
    rw [groundEnergy_eq, hw, hd, norm_zero, h4, Real.sqrt_sq (by positivity)]

end

end FourSiteFluxPhase
```

The opening example is recovered here, with t = 0 also allowed; both energies are then zero.

```lean
#print axioms FourSiteFluxPhase.flux_phase
#print axioms FourSiteFluxPhase.uniform_ring
```

```
'FourSiteFluxPhase.flux_phase' depends on axioms: [propext, Classical.choice, Quot.sound]
'FourSiteFluxPhase.uniform_ring' depends on axioms: [propext, Classical.choice, Quot.sound]
```
